# The bound $2g^{-n}$ on the energy-norm error, relative to its initial value, of exact-arithmetic conjugate gradients for symmetric positive definite operators in finite dimension

Take the diagonal matrix $A$ with entries 1 and 3, the solution $x_s=(3,1)$ and the start $x_0=0$. The initial residual is $Ax_s=(3,3)$, so one conjugate-gradient (CG) step reaches a point $c\,(3,3)$. Its error $e$ has

$$\langle e,Ae\rangle=(3-3c)^2+3(1-3c)^2=36\left(c-\tfrac12\right)^2+3 .$$

The best step is $c=\tfrac12$. The energy norm $\sqrt{\langle e,Ae\rangle}$ falls from $\sqrt{12}$ to $\sqrt3$, a factor $\tfrac12$. The step multiplies the error components by $1-\tfrac t2$ at $t=1$ and $t=3$, that is, by $\tfrac12$ and $-\tfrac12$. This polynomial equals one at zero and is equally small at both ends of the spectrum.

For $n$ steps, Chebyshev polynomials $T_n$ supply such polynomials. If $A$ is symmetric and its spectrum lies in $[a,ka]$, with $a>0$ and $k>1$, the energy norm of the error shrinks at least by the factor

$$\frac1{T_n\left(\frac{k+1}{k-1}\right)}\le 2g^{-n},\qquad g=\frac{\sqrt k+1}{\sqrt k-1}.$$

For finite symmetric positive definite systems in exact arithmetic, such as the five-point discretisation of $-\nabla^2u=f$ on a uniform square grid with fixed boundary values, this guarantees a given error reduction in a number of steps that grows like $\sqrt k$ for large $k$.

## A condition number above one

The number $k$ bounds the ratio of the largest to the smallest eigenvalue. In Lean, `growth k` is $g$.

```lean
import Mathlib

open Polynomial

namespace ChebyshevCG

noncomputable section

/-- The growth factor `g = (√k + 1) / (√k - 1)` for condition number `k > 1`. -/
def growth (k : ℝ) : ℝ := (√k + 1) / (√k - 1)
```

Put $y=(z+z^{-1})/2$ with $z\ne0$. The formula $T_n(y)=(z^n+z^{-n})/2$ holds for $n=0,1$. The recurrence $T_{n+2}=2yT_{n+1}-T_n$ carries it on, because

$$(z+z^{-1})\frac{z^{n+1}+z^{-n-1}}2-\frac{z^n+z^{-n}}2=\frac{z^{n+2}+z^{-n-2}}2 .$$

The two-step induction does the same, with `field_simp` and `ring` for the algebra.

```lean
/-- At the point `(z + 1/z)/2` the Chebyshev polynomial `T_n` equals `(z^n + z^(-n))/2`. -/
theorem chebyshev_joukowski (z : ℝ) (hz : z ≠ 0) (n : ℕ) :
    (Chebyshev.T ℝ n).eval ((z + z⁻¹) / 2) = (z ^ n + (z ^ n)⁻¹) / 2 := by
  induction n using Nat.twoStepInduction with
  | zero => norm_num
  | one => simp
  | more n h0 h1 =>
    push_cast at h1 ⊢
    rw [Chebyshev.T_add_two]
    simp only [eval_sub, eval_mul, eval_ofNat, eval_X, h0, h1]
    field_simp
    ring
```

Since $k>1$, both $\sqrt k-1>0$ and $g>1$. Moreover,

$$\frac{g+g^{-1}}2=\frac{(\sqrt k+1)^2+(\sqrt k-1)^2}{2(k-1)}=\frac{k+1}{k-1},$$

so setting $z=g$ gives the closed form. Lean clears the denominators and uses $(\sqrt k)^2=k$.

```lean
/-- The growth factor exceeds one for every condition number `k > 1`. -/
theorem one_lt_growth {k : ℝ} (hk : 1 < k) : 1 < growth k := by
  have hs : 1 < √k := Real.lt_sqrt_of_sq_lt (by simpa using hk)
  rw [growth, lt_div_iff₀ (by linarith)]
  linarith

/-- For `k > 1`, `T_n((k+1)/(k-1)) = (g^n + g^(-n))/2` with `g = (√k+1)/(√k-1)`. -/
theorem chebyshev_condition_number {k : ℝ} (hk : 1 < k) (n : ℕ) :
    (Chebyshev.T ℝ n).eval ((k + 1) / (k - 1)) =
      (growth k ^ n + (growth k ^ n)⁻¹) / 2 := by
  have hg := one_lt_growth hk
  rw [← chebyshev_joukowski (growth k) (by linarith) n]
  congr 1
  have hs : 1 < √k := Real.lt_sqrt_of_sq_lt (by simpa using hk)
  have hk2 : √k ^ 2 = k := Real.sq_sqrt (by linarith)
  rw [growth, inv_div]
  have h1 : √k - 1 ≠ 0 := by linarith
  have h2 : √k + 1 ≠ 0 := by linarith
  have h3 : k - 1 ≠ 0 := by linarith
  rw [div_add_div _ _ h1 h2, div_div,
    div_eq_div_iff h3 (mul_ne_zero (mul_ne_zero h1 h2) two_ne_zero)]
  linear_combination (2 * (k + 1) - 2 * (k - 1)) * hk2
```

With $u=g^n\ge1$, we have $u\le u+u^{-1}\le2u$. Taking reciprocals in $1/T_n=2/(u+u^{-1})$ gives $u^{-1}\le1/T_n\le2u^{-1}$.

```lean
/-- The Chebyshev reduction factor `1/T_n((k+1)/(k-1))` lies between `g^(-n)` and
`2 g^(-n)`. -/
theorem inv_chebyshev_bounds {k : ℝ} (hk : 1 < k) (n : ℕ) :
    (growth k ^ n)⁻¹ ≤ 1 / (Chebyshev.T ℝ n).eval ((k + 1) / (k - 1)) ∧
      1 / (Chebyshev.T ℝ n).eval ((k + 1) / (k - 1)) ≤ 2 * (growth k ^ n)⁻¹ := by
  rw [chebyshev_condition_number hk]
  have hu : 1 ≤ growth k ^ n := one_le_pow₀ (one_lt_growth hk).le
  generalize growth k ^ n = u at hu
  have hu0 : 0 < u := by linarith
  have hi : 0 < u⁻¹ := inv_pos.2 hu0
  have hi1 : u⁻¹ ≤ 1 := inv_le_one_of_one_le₀ hu
  have hm : u * u⁻¹ = 1 := mul_inv_cancel₀ hu0.ne'
  constructor
  · rw [le_div_iff₀ (by positivity)]
    nlinarith
  · rw [div_le_iff₀ (by positivity)]
    nlinarith [sq_nonneg u⁻¹]
```

At $k=1$ the formula for $g$ has a zero denominator. The operator is then $a$ times the identity, and it satisfies the spectral bounds for every larger $k$ as well.

## A spectrum bounded away from zero

The condition $a>0$ makes $A$ positive definite. It also places zero outside the interval on which the following polynomial must be small:

$$p(t)=\frac{T_n\left(\frac{k+1}{k-1}-\frac{2t}{(k-1)a}\right)}{T_n\left(\frac{k+1}{k-1}\right)} .$$

```lean
/-- The Chebyshev polynomial shifted to the interval `[a, k a]` and scaled to be one at zero,
for `a > 0` and `k > 1`. -/
def residualPoly (a k : ℝ) (n : ℕ) : ℝ[X] :=
  C (1 / (Chebyshev.T ℝ n).eval ((k + 1) / (k - 1))) *
    (Chebyshev.T ℝ n).comp (C ((k + 1) / (k - 1)) - C (2 / ((k - 1) * a)) * X)
```

The affine argument equals $1$ at $t=a$ and $-1$ at $t=ka$. Since $T_n(\cos\theta)=\cos n\theta$, the numerator is at most one in modulus between them. Also $p(0)=1$, and the degree is at most $n$. The proof checks these three properties in turn, using `arccos` for the bound.

```lean
/-- The residual polynomial has degree at most `n`, equals one at zero, and is bounded by
`1/T_n((k+1)/(k-1))` on `[a, k a]`. -/
theorem residualPoly_spec {a k : ℝ} (ha : 0 < a) (hk : 1 < k) (n : ℕ) :
    (residualPoly a k n).natDegree ≤ n ∧ (residualPoly a k n).eval 0 = 1 ∧
      ∀ t, a ≤ t → t ≤ k * a → |(residualPoly a k n).eval t| ≤
        1 / (Chebyshev.T ℝ n).eval ((k + 1) / (k - 1)) := by
  have hT : 0 < (Chebyshev.T ℝ n).eval ((k + 1) / (k - 1)) := by
    rw [chebyshev_condition_number hk]
    have hg : 0 < growth k := by linarith [one_lt_growth hk]
    positivity
  refine ⟨?_, ?_, ?_⟩
  · refine (natDegree_C_mul_le _ _).trans (natDegree_comp_le.trans ?_)
    have h1 : (C ((k + 1) / (k - 1)) - C (2 / ((k - 1) * a)) * X).natDegree ≤ 1 := by
      compute_degree
    have h2 : (Chebyshev.T ℝ n).natDegree ≤ n := by simp [Chebyshev.natDegree_T]
    exact (Nat.mul_le_mul h2 h1).trans (mul_one n).le
  · simp only [residualPoly, eval_mul, eval_C, eval_comp, eval_sub, eval_X, mul_zero, sub_zero]
    exact one_div_mul_cancel hT.ne'
  · intro t h1 h2
    simp only [residualPoly, eval_mul, eval_C, eval_comp, eval_sub, eval_X]
    rw [abs_mul, abs_of_pos (one_div_pos.2 hT)]
    refine mul_le_of_le_one_right (one_div_pos.2 hT).le ?_
    -- the affine map sends the spectral interval into [-1, 1]
    have hk1 : 0 < k - 1 := by linarith
    have hD : 0 < (k - 1) * a := mul_pos hk1 ha
    have hy : (k + 1) / (k - 1) - 2 / ((k - 1) * a) * t =
        ((k + 1) * a - 2 * t) / ((k - 1) * a) := by
      field_simp
    have hy1 : -1 ≤ ((k + 1) * a - 2 * t) / ((k - 1) * a) := by
      rw [le_div_iff₀ hD]
      nlinarith
    have hy2 : ((k + 1) * a - 2 * t) / ((k - 1) * a) ≤ 1 := by
      rw [div_le_iff₀ hD]
      nlinarith
    rw [hy, ← Real.cos_arccos hy1 hy2, Chebyshev.T_real_cos]
    exact Real.abs_cos_le_one _
```

If the lower edge tends to zero while the upper edge stays fixed, then $k\to\infty$ and $g\to1$, so the guaranteed contraction per step disappears.

## An iterate that minimises the energy error

The physical content of a CG step is a minimisation. Among the points $x_0+q(A)r_0$ with $\deg q<n$ and $r_0=A(x_s-x_0)$, the iterate has the smallest energy error. `IsCGIterate` takes this as its definition, and `aeval A q` is $q(A)$. The short recurrences of a CG program, their equivalence to this definition and rounding errors are not treated.

```lean
variable {E : Type*} [NormedAddCommGroup E] [InnerProductSpace ℝ E]

/-- The energy norm `√⟨e, A e⟩` of an error vector, for a positive operator `A`. -/
def energyNorm (A : E →ₗ[ℝ] E) (e : E) : ℝ := √(inner ℝ e (A e))

/-- The trial point `x₀ + q(A) r₀`, where `r₀ = A (xs - x₀)` is the initial residual and `xs`
the exact solution. -/
def krylovPoint (A : E →ₗ[ℝ] E) (xs x₀ : E) (q : ℝ[X]) : E :=
  x₀ + aeval A q (A (xs - x₀))

/-- `x` is an `n`-th conjugate-gradient iterate: it minimises the energy norm of the error
over the trial points with `deg q < n`. -/
def IsCGIterate (A : E →ₗ[ℝ] E) (xs x₀ : E) (n : ℕ) (x : E) : Prop :=
  (∃ q : ℝ[X], q.degree < n ∧ x = krylovPoint A xs x₀ q) ∧
    ∀ q : ℝ[X], q.degree < n →
      energyNorm A (xs - x) ≤ energyNorm A (xs - krylovPoint A xs x₀ q)
```

Without minimality, membership in the Krylov space guarantees no reduction: in the opening example, $c=1$ leaves the energy norm at $\sqrt{12}$.

## Symmetry, finite dimension and the two spectral bounds

Symmetry and finite dimension provide an orthonormal eigenbasis $v_i$ with eigenvalues $l_i$. The hypotheses `hlo` and `hhi` bound the quadratic form; applied to $v_i$, they give $a\le l_i\le b$. For $e=\sum_i c_iv_i$ and $|p|\le M$ on $[a,b]$,

$$\langle p(A)e,A\,p(A)e\rangle=\sum_i l_i\,p(l_i)^2c_i^2\le M^2\sum_i l_ic_i^2=M^2\langle e,Ae\rangle .$$

In Lean, `hpc` says that $p(A)$ multiplies each component by $p(l_i)$, `hE` expands the energy, and `hmain` compares the sums term by term. This lemma needs only $a\ge0$.

```lean
/-- Let `A` be symmetric on a finite-dimensional space, with quadratic form between `a ‖x‖^2` and `b
‖x‖^2`, where `a ≥ 0`. If `|p| ≤ M` on `[a, b]`, with `M ≥ 0`, then applying `p(A)` multiplies the
energy norm by at most `M`. -/
theorem energyNorm_filter_le [FiniteDimensional ℝ E] {A : E →ₗ[ℝ] E} (hA : A.IsSymmetric)
    {a b M : ℝ} (ha : 0 ≤ a) (hlo : ∀ x, a * ‖x‖ ^ 2 ≤ inner ℝ x (A x))
    (hhi : ∀ x, inner ℝ x (A x) ≤ b * ‖x‖ ^ 2) (hM : 0 ≤ M) (p : ℝ[X])
    (hp : ∀ t, a ≤ t → t ≤ b → |p.eval t| ≤ M) (e : E) :
    energyNorm A (aeval A p e) ≤ M * energyNorm A e := by
  obtain ⟨m, v, l, hv⟩ : ∃ (m : ℕ) (v : OrthonormalBasis (Fin m) ℝ E) (l : Fin m → ℝ),
      ∀ i, A (v i) = l i • v i :=
    ⟨_, hA.eigenvectorBasis rfl, hA.eigenvalues rfl, fun i => hA.apply_eigenvectorBasis rfl i⟩
  have hl : ∀ i, inner ℝ (v i) (A (v i)) = l i := fun i => by
    rw [hv, real_inner_smul_right, real_inner_self_eq_norm_sq, v.orthonormal.1 i]
    ring
  have hla : ∀ i, a ≤ l i := fun i => by
    simpa [hl, v.orthonormal.1 i] using hlo (v i)
  have hlb : ∀ i, l i ≤ b := fun i => by
    simpa [hl, v.orthonormal.1 i] using hhi (v i)
  -- A and its polynomials act on each spectral component by multiplication
  have hAc : ∀ x i, inner ℝ (v i) (A x) = l i * inner ℝ (v i) x := fun x i => by
    rw [← hA (v i) x, hv, real_inner_smul_left]
  have hpow : ∀ (j : ℕ) x i, inner ℝ (v i) ((A ^ j) x) = l i ^ j * inner ℝ (v i) x := by
    intro j x i
    induction j with
    | zero => simp
    | succ j ih =>
      rw [pow_succ', Module.End.mul_apply, hAc, ih]
      ring
  have hpc : ∀ (q : ℝ[X]) x i,
      inner ℝ (v i) (aeval A q x) = q.eval (l i) * inner ℝ (v i) x := by
    intro q x i
    induction q using Polynomial.induction_on' with
    | add q r hq hr =>
      rw [map_add, LinearMap.add_apply, inner_add_right, hq, hr, eval_add]
      ring
    | monomial j c =>
      rw [aeval_monomial, Module.End.mul_apply, Module.algebraMap_end_apply,
        real_inner_smul_right, hpow, eval_monomial]
      ring
  have hE : ∀ x, inner ℝ x (A x) = ∑ i, l i * inner ℝ (v i) x ^ 2 := fun x => by
    rw [← v.sum_inner_mul_inner x (A x)]
    refine Finset.sum_congr rfl fun i _ => ?_
    rw [hAc, real_inner_comm (v i) x]
    ring
  have hmain : inner ℝ (aeval A p e) (A (aeval A p e)) ≤ M ^ 2 * inner ℝ e (A e) := by
    rw [hE (aeval A p e), hE e, Finset.mul_sum]
    refine Finset.sum_le_sum fun i _ => ?_
    have h := abs_le.1 (hp (l i) (hla i) (hlb i))
    rw [hpc, mul_pow, mul_left_comm]
    exact mul_le_mul_of_nonneg_right (sq_le_sq' h.1 h.2)
      (mul_nonneg (ha.trans (hla i)) (sq_nonneg _))
  calc energyNorm A (aeval A p e) ≤ √(M ^ 2 * inner ℝ e (A e)) := Real.sqrt_le_sqrt hmain
    _ = M * energyNorm A e := by
      rw [Real.sqrt_mul (sq_nonneg M), Real.sqrt_sq hM, energyNorm]
```

Symmetry matters. Let $J$ be the quarter-turn of the plane and $A=1+J$. Its quadratic form is exactly $\|x\|^2$, so $a=b=1$, and $p(t)=1-t$ vanishes there; yet $p(A)=-J$ preserves the energy norm. Without the upper bound, an eigenvalue above $ka$ would send the argument of $T_n$ below $-1$, where $|T_n|$ exceeds one for $n\ge1$. Infinite-dimensional operators are not covered, since the proof sums over a finite eigenbasis.

## The hypotheses combined

Write $e_0=x_s-x_0$. A trial point has error $e_0-q(A)Ae_0$. Because $p(0)=1$, the quotient $q(t)=(1-p(t))/t$ is a polynomial of degree below $n$, and its trial point has error $p(A)e_0$. Minimality and the contraction lemma with $b=ka$ then give the factor $1/T_n$.

In the proof, `divX` performs the division, `herr` identifies the error, and `hx.2` supplies the minimality.

```lean
/-- Let `A` be symmetric on a finite-dimensional space, with spectrum in `[a, k a]`, where `a > 0`
and `k > 1`. After `n` conjugate-gradient steps the energy norm of the error is at most
`1/T_n((k+1)/(k-1))` times its initial value. -/
theorem cg_chebyshev_bound [FiniteDimensional ℝ E] {A : E →ₗ[ℝ] E} (hA : A.IsSymmetric)
    {a k : ℝ} (ha : 0 < a) (hk : 1 < k) (hlo : ∀ x, a * ‖x‖ ^ 2 ≤ inner ℝ x (A x))
    (hhi : ∀ x, inner ℝ x (A x) ≤ k * a * ‖x‖ ^ 2) {xs x₀ x : E} {n : ℕ}
    (hx : IsCGIterate A xs x₀ n x) :
    energyNorm A (xs - x) ≤
      1 / (Chebyshev.T ℝ n).eval ((k + 1) / (k - 1)) * energyNorm A (xs - x₀) := by
  obtain ⟨hd, h0, hb⟩ := residualPoly_spec ha hk n
  generalize residualPoly a k n = p at hd h0 hb
  -- write p = 1 - q X, so that q gives a competing Krylov point
  have hc : (1 - p).coeff 0 = 0 := by
    rw [coeff_zero_eq_eval_zero, eval_sub, eval_one, h0, sub_self]
  have hq : (1 - p).divX * X = 1 - p := by
    have hz : C ((1 - p).coeff 0) = (0 : ℝ[X]) := by rw [hc, map_zero]
    exact (add_zero _).symm.trans
      ((congrArg (fun r => (1 - p).divX * X + r) hz.symm).trans (divX_mul_X_add (1 - p)))
  have hdeg : (1 - p).divX.degree < n := by
    rw [degree_lt_iff_coeff_zero]
    intro m hm
    rw [coeff_divX, coeff_sub, coeff_eq_zero_of_natDegree_lt (p := p) (by omega)]
    simp [coeff_one]
  have key : ∀ e, aeval A (1 - p).divX (A e) = e - aeval A p e := fun e => by
    have h := congrArg (fun r => aeval A r e) hq
    rw [map_mul, aeval_X, Module.End.mul_apply] at h
    rw [h, map_sub, map_one, LinearMap.sub_apply, Module.End.one_apply]
  have herr : xs - krylovPoint A xs x₀ (1 - p).divX = aeval A p (xs - x₀) := by
    rw [krylovPoint, key]
    abel
  have hM : 0 ≤ 1 / (Chebyshev.T ℝ n).eval ((k + 1) / (k - 1)) :=
    (abs_nonneg _).trans (hb a le_rfl (by nlinarith))
  refine (hx.2 _ hdeg).trans ?_
  rw [herr]
  exact energyNorm_filter_le hA ha.le hlo hhi hM p hb _
```

The upper bound on $1/T_n$ turns this into the exponential estimate.

```lean
/-- Let `A` be symmetric on a finite-dimensional space, with spectrum in `[a, k a]`, where `a > 0`
and `k > 1`. After `n` conjugate-gradient steps the energy norm of the error is at most `2 g^(-n)`
times its initial value, with `g = (√k+1)/(√k-1)`. -/
theorem cg_convergence [FiniteDimensional ℝ E] {A : E →ₗ[ℝ] E} (hA : A.IsSymmetric)
    {a k : ℝ} (ha : 0 < a) (hk : 1 < k) (hlo : ∀ x, a * ‖x‖ ^ 2 ≤ inner ℝ x (A x))
    (hhi : ∀ x, inner ℝ x (A x) ≤ k * a * ‖x‖ ^ 2) {xs x₀ x : E} {n : ℕ}
    (hx : IsCGIterate A xs x₀ n x) :
    energyNorm A (xs - x) ≤ 2 * (growth k ^ n)⁻¹ * energyNorm A (xs - x₀) :=
  (cg_chebyshev_bound hA ha hk hlo hhi hx).trans
    (mul_le_mul_of_nonneg_right (inv_chebyshev_bounds hk n).2 (Real.sqrt_nonneg _))
```

## Equality for the eigenvalues 1 and 3

The opening example has $a=1$, $k=3$ and $n=1$, so $1/T_1(2)=\tfrac12$, exactly the observed reduction. Lean verifies symmetry and both spectral bounds, then reduces every competing $q$ to a constant $c$. The square $(c-\tfrac12)^2$ proves minimality. The Chebyshev factor is therefore attained in this case.

```lean
/-- The diagonal operator on the plane with entries 1 and 3. -/
def diagOp : EuclideanSpace ℝ (Fin 2) →ₗ[ℝ] EuclideanSpace ℝ (Fin 2) where
  toFun x := !₂[x 0, 3 * x 1]
  map_add' x y := by ext i; fin_cases i <;> simp [mul_add]
  map_smul' c x := by ext i; fin_cases i <;> simp [mul_left_comm]

/-- The diagonal operator with entries 1 and 3 is symmetric and satisfies the spectral bounds with
`a = 1` and `k = 3`. For the solution `(3, 1)` and start `0`, the point `(3/2, 3/2)` is a first
conjugate-gradient iterate, and its error attains the Chebyshev factor. -/
theorem cg_chebyshev_bound_witness :
    diagOp.IsSymmetric ∧ (∀ x, 1 * ‖x‖ ^ 2 ≤ inner ℝ x (diagOp x)) ∧
      (∀ x, inner ℝ x (diagOp x) ≤ 3 * 1 * ‖x‖ ^ 2) ∧
      IsCGIterate diagOp !₂[3, 1] 0 1 !₂[3 / 2, 3 / 2] ∧
      energyNorm diagOp (!₂[3, 1] - !₂[3 / 2, 3 / 2]) =
        1 / (Chebyshev.T ℝ (1 : ℕ)).eval ((3 + 1) / (3 - 1)) *
          energyNorm diagOp (!₂[3, 1] - 0) := by
  have hE : ∀ y, inner ℝ y (diagOp y) = y 0 ^ 2 + 3 * y 1 ^ 2 := fun y => by
    simp [diagOp, PiLp.inner_apply, Fin.sum_univ_two]
    ring
  have hN : ∀ y : EuclideanSpace ℝ (Fin 2), ‖y‖ ^ 2 = y 0 ^ 2 + y 1 ^ 2 := fun y => by
    simp [EuclideanSpace.norm_sq_eq, Fin.sum_univ_two]
  refine ⟨?_, ?_, ?_, ⟨⟨C (1 / 2), ?_, ?_⟩, ?_⟩, ?_⟩
  · intro x y
    simp [diagOp, PiLp.inner_apply, Fin.sum_univ_two]
    ring
  · intro x
    rw [hE, hN]
    nlinarith [sq_nonneg (x 1)]
  · intro x
    rw [hE, hN]
    nlinarith [sq_nonneg (x 0)]
  · exact lt_of_le_of_lt degree_C_le (by norm_num)
  · ext i
    fin_cases i <;> norm_num [krylovPoint, diagOp, aeval_C, Module.algebraMap_end_apply]
  · intro q hq
    -- a polynomial of degree below one is a constant step length
    obtain ⟨c, rfl⟩ : ∃ c, q = C c := by
      refine ⟨q.coeff 0, ?_⟩
      ext m
      cases m with
      | zero => simp
      | succ m =>
        rw [coeff_C_succ]
        exact (degree_lt_iff_coeff_zero q 1).1 hq (m + 1) (by omega)
    refine Real.sqrt_le_sqrt ?_
    rw [hE, hE]
    simp [krylovPoint, diagOp, aeval_C, Module.algebraMap_end_apply]
    nlinarith [sq_nonneg (c - 1 / 2)]
  · have e1 : energyNorm diagOp (!₂[3, 1] - !₂[3 / 2, 3 / 2]) = √3 := by
      rw [energyNorm, hE]
      congr 1
      norm_num
    have e2 : energyNorm diagOp (!₂[3, 1] - 0) = √(2 ^ 2 * 3) := by
      rw [energyNorm, hE]
      congr 1
      norm_num
    have hT : (Chebyshev.T ℝ (1 : ℕ)).eval (((3 : ℝ) + 1) / (3 - 1)) = 2 := by norm_num
    rw [e1, e2, hT, Real.sqrt_mul (by norm_num), Real.sqrt_sq (by norm_num)]
    ring

end

end ChebyshevCG
```

```lean
#print axioms ChebyshevCG.cg_chebyshev_bound
-- 'ChebyshevCG.cg_chebyshev_bound' depends on axioms: [propext, Classical.choice, Quot.sound]
#print axioms ChebyshevCG.cg_convergence
-- 'ChebyshevCG.cg_convergence' depends on axioms: [propext, Classical.choice, Quot.sound]
```
